# Independence, tracelessness and completeness of gamma-matrix products in even dimension

In quantum electrodynamics the electron self-energy, and each Lorentz component of the electron-photon vertex function, is at given momenta a $4\times4$ matrix $M$ in spinor space. One expands it in the sixteen products of Dirac matrices and reads off each coefficient as the trace of $M$ against the reversed product, divided by a normalisation factor. The step needs the products to be trace-orthogonal, independent and complete, which is proved below for an even integer number $d$ of pairwise anticommuting $N\times N$ matrices whose squares are nonzero multiples of the identity: orthogonality for any $N$, independence for $N\ge1$, and completeness under the further condition $N^2=2^d$. The non-integer dimension of dimensional regularisation is not covered.

## The matrices and their products

In Lean 4 with Mathlib:

```lean
import Mathlib

open Matrix

namespace CliffordBasis

noncomputable section
```

The gamma matrices $\gamma_0,\dots,\gamma_{d-1}$ are complex $N\times N$ matrices, indexed by `Fin d`.

```lean
/-- Complex `N × N` matrices. -/
abbrev Mat (N : ℕ) := Matrix (Fin N) (Fin N) ℂ
```

For complex numbers $\eta_i$, the relations are $\gamma_i\gamma_j=-\gamma_j\gamma_i$ for $i\ne j$ and $\gamma_i^2=\eta_i\mathbb 1$, together $\{\gamma_i,\gamma_j\}=2\eta_i\delta_{ij}\mathbb 1$. The metric is diagonal, its signature is free, and no hermiticity is assumed.

```lean
variable {d N : ℕ}

/-- Clifford relations with diagonal metric `η`: distinct gamma matrices anticommute and
`γ_i² = η_i · 1`. -/
structure IsClifford (η : Fin d → ℂ) (γ : Fin d → Mat N) : Prop where
  anticomm : ∀ i j, i ≠ j → γ i * γ j = -(γ j * γ i)
  square : ∀ i, γ i * γ i = η i • (1 : Mat N)
```

For an index set $S=\{i_1<\dots<i_k\}$ put $\Gamma_S=\gamma_{i_1}\cdots\gamma_{i_k}$, $\tilde\Gamma_S=\gamma_{i_k}\cdots\gamma_{i_1}$ and $\eta_S=\prod_{i\in S}\eta_i$. Empty products equal $\mathbb 1$ and $1$. The products carry none of the factors of $i$ customary in $\gamma^5$ and $\sigma^{\mu\nu}$.

```lean
/-- The product `Γ_S` of the gamma matrices with index in `S`, in increasing order. -/
def gammaProd (γ : Fin d → Mat N) (S : Finset (Fin d)) : Mat N :=
  ((S.sort (· ≤ ·)).map γ).prod

/-- The product `Γ̃_S` of the gamma matrices with index in `S`, in decreasing order. -/
def gammaRev (γ : Fin d → Mat N) (S : Finset (Fin d)) : Mat N :=
  ((S.sort (· ≤ ·)).reverse.map γ).prod
```

## Trace orthogonality

Let $P$ be a product of the $\gamma_i$, $i\in S$, each once and in any order. Moving $\gamma_j$ through $P$ costs $-1$ at every factor other than $\gamma_j$ itself, so
$$\gamma_jP=(-1)^{|S\setminus\{j\}|}P\gamma_j .$$
The ordering is a list `l` without repeats. The induction `key` passes one factor at a time, and `hsign` multiplies the signs over `S.erase j`.

```lean
variable {η : Fin d → ℂ} {γ : Fin d → Mat N}

/-- Moving `γ_j` through a product of distinct anticommuting matrices with index set `S`,
taken in any order, gives the sign `(-1)^|S ∖ {j}|`. -/
theorem gamma_mul_list (hac : ∀ i j, i ≠ j → γ i * γ j = -(γ j * γ i)) (j : Fin d)
    (l : List (Fin d)) (hl : l.Nodup) (S : Finset (Fin d)) (hS : l.toFinset = S) :
    γ j * (l.map γ).prod = (-1 : ℂ) ^ (S.erase j).card • ((l.map γ).prod * γ j) := by
  -- one sign for every factor other than `γ_j`
  have key : ∀ l : List (Fin d), γ j * (l.map γ).prod =
      (l.map fun i => if i = j then (1 : ℂ) else -1).prod • ((l.map γ).prod * γ j) := by
    intro l
    induction l with
    | nil => simp
    | cons a l ih =>
      have ha : γ j * γ a = (if a = j then (1 : ℂ) else -1) • (γ a * γ j) := by
        split_ifs with haj
        · rw [haj, one_smul]
        · rw [hac j a (Ne.symm haj), neg_smul, one_smul]
      simp only [List.map_cons, List.prod_cons]
      rw [← mul_assoc (γ j), ha, smul_mul_assoc, mul_assoc (γ a) (γ j), ih, mul_smul_comm,
        smul_smul, mul_assoc (γ a)]
  have hsign : ∏ i ∈ S, (if i = j then (1 : ℂ) else -1) = (-1) ^ (S.erase j).card :=
    calc ∏ i ∈ S, (if i = j then (1 : ℂ) else -1)
        = ∏ i ∈ S.erase j, (if i = j then (1 : ℂ) else -1) :=
          (Finset.prod_erase _ (by simp)).symm
      _ = ∏ _i ∈ S.erase j, (-1 : ℂ) :=
          Finset.prod_congr rfl fun i hi => if_neg (Finset.ne_of_mem_erase hi)
      _ = (-1) ^ (S.erase j).card := Finset.prod_const _
  rw [key, ← List.prod_toFinset _ hl, hS, hsign]
```

In $\tilde\Gamma_S\Gamma_S=\gamma_{i_k}\cdots\gamma_{i_1}\gamma_{i_1}\cdots\gamma_{i_k}$ the innermost pair gives $\eta_{i_1}$, the next pair $\eta_{i_2}$, and so on, so $\tilde\Gamma_S\Gamma_S=\eta_S\mathbb 1$. Each induction step removes the innermost pair with `hsq`.

```lean
/-- The reversed product times the ordered product is `∏_{i ∈ S} η_i` times the identity. -/
theorem gammaRev_mul_gammaProd (hsq : ∀ i, γ i * γ i = η i • (1 : Mat N))
    (S : Finset (Fin d)) :
    gammaRev γ S * gammaProd γ S = (∏ i ∈ S, η i) • (1 : Mat N) := by
  have key : ∀ l : List (Fin d),
      (l.reverse.map γ).prod * (l.map γ).prod = (l.map η).prod • (1 : Mat N) := by
    intro l
    induction l with
    | nil => simp
    | cons a l ih =>
      simp only [List.reverse_cons, List.map_append, List.prod_append, List.map_cons,
        List.map_nil, List.prod_cons, List.prod_nil, mul_one]
      rw [mul_assoc _ (γ a), ← mul_assoc (γ a), hsq, smul_mul_assoc, one_mul, mul_smul_comm,
        ih, smul_smul]
  have hS : (S.sort (· ≤ ·)).toFinset = S := by ext i; simp
  rw [gammaRev, gammaProd, key, ← List.prod_toFinset _ (Finset.sort_nodup _ _), hS]
```

For $S\ne T$ one needs an index $j$ with $|S\setminus\{j\}|+|T\setminus\{j\}|$ odd. This sum is $p=|S|+|T|$ lowered by one for each of the two sets containing $j$. If $p$ is even, any $j$ in exactly one set serves, and one exists because $S\neq T$. If $p$ is odd, any $j$ in both sets or in neither serves. Were there none, $T$ would be the complement of $S$ and $p=d$, which is even. This is the only place where the parity of $d$ enters. The proof assumes no such $j$ exists and lets `omega` settle the parities in both cases.

```lean
/-- For an even number of indices and `S ≠ T`, some index `j` makes
`|S ∖ {j}| + |T ∖ {j}|` odd. -/
theorem exists_separating_index (hd : Even d) {S T : Finset (Fin d)} (hST : S ≠ T) :
    ∃ j, Odd ((S.erase j).card + (T.erase j).card) := by
  by_contra hno
  have h : ∀ j, ((S.erase j).card + (T.erase j).card) % 2 ≠ 1 :=
    fun j hj => hno ⟨j, Nat.odd_iff.mpr hj⟩
  have e1 : ∀ (U : Finset (Fin d)) j, j ∈ U → (U.erase j).card + 1 = U.card :=
    fun U j hj => Finset.card_erase_add_one hj
  have e2 : ∀ (U : Finset (Fin d)) j, j ∉ U → (U.erase j).card = U.card :=
    fun U j hj => by rw [Finset.erase_eq_of_notMem hj]
  rcases Nat.mod_two_eq_zero_or_one (S.card + T.card) with hp | hp
  · -- equal parities force `S = T`
    apply hST
    ext j
    have hj := h j
    constructor
    · intro hS; by_contra hT
      have := e1 S j hS; have := e2 T j hT; omega
    · intro hT; by_contra hS
      have := e2 S j hS; have := e1 T j hT; omega
  · -- opposite parities force `T = Sᶜ`, impossible for even `d`
    have hc : T = Sᶜ := by
      ext j
      have hj := h j
      rw [Finset.mem_compl]
      constructor
      · intro hT hS
        have := e1 S j hS; have := e1 T j hT; omega
      · intro hS; by_contra hT
        have := e2 S j hS; have := e2 T j hT; omega
    have hcard := Finset.card_add_card_compl S
    rw [← hc, Fintype.card_fin] at hcard
    obtain ⟨k, hk⟩ := hd
    omega
```

With this $j$ and $X=\tilde\Gamma_S\Gamma_T$, the sign rule applied to both factors gives $\gamma_jX=-X\gamma_j$ (`hX`). Then
$$\eta_j\operatorname{tr}X=\operatorname{tr}(\gamma_j\gamma_jX)=-\operatorname{tr}(\gamma_jX\gamma_j)=-\operatorname{tr}(X\gamma_j\gamma_j)=-\eta_j\operatorname{tr}X ,$$
where `t1` is the first equality and `t2` the rest, by cyclicity of the trace. From here on all $\eta_i$ are assumed nonzero (`hη`), so $\operatorname{tr}X=0$. For $S=T$ the trace is $\eta_S\operatorname{tr}\mathbb 1$, so
$$\operatorname{tr}(\tilde\Gamma_S\Gamma_T)=\delta_{ST}\,N\eta_S .$$

```lean
/-- Trace orthogonality for even `d` and nonzero `η_i`:
`tr (Γ̃_S Γ_T) = δ_{ST} N ∏_{i ∈ S} η_i`. -/
theorem trace_orthogonality (h : IsClifford η γ) (hη : ∀ i, η i ≠ 0) (hd : Even d)
    (S T : Finset (Fin d)) :
    trace (gammaRev γ S * gammaProd γ T) = if S = T then (N : ℂ) * ∏ i ∈ S, η i else 0 := by
  split_ifs with hST
  · rw [← hST, gammaRev_mul_gammaProd h.square, trace_smul, trace_one, Fintype.card_fin,
      smul_eq_mul, mul_comm]
  · obtain ⟨j, hj⟩ := exists_separating_index hd hST
    have h1 : γ j * gammaRev γ S = (-1 : ℂ) ^ (S.erase j).card • (gammaRev γ S * γ j) :=
      gamma_mul_list h.anticomm j _ (List.nodup_reverse.mpr (Finset.sort_nodup _ _)) S
        (by ext i; simp)
    have h2 : γ j * gammaProd γ T = (-1 : ℂ) ^ (T.erase j).card • (gammaProd γ T * γ j) :=
      gamma_mul_list h.anticomm j _ (Finset.sort_nodup _ _) T (by ext i; simp)
    -- `γ_j` anticommutes with `X = Γ̃_S Γ_T`
    have hX : γ j * (gammaRev γ S * gammaProd γ T) = -(gammaRev γ S * gammaProd γ T * γ j) := by
      rw [← mul_assoc (γ j), h1, smul_mul_assoc, mul_assoc (gammaRev γ S) (γ j), h2,
        mul_smul_comm, smul_smul, ← pow_add, hj.neg_one_pow, neg_smul, one_smul,
        mul_assoc (gammaRev γ S)]
    generalize gammaRev γ S * gammaProd γ T = X at hX ⊢
    -- cyclicity of the trace gives `η_j tr X = -η_j tr X`
    have t1 : trace (γ j * (γ j * X)) = η j * trace X := by
      rw [← mul_assoc, h.square, smul_mul_assoc, one_mul, trace_smul, smul_eq_mul]
    have t2 : trace (γ j * (γ j * X)) = -(η j * trace X) := by
      rw [hX, mul_neg, trace_neg, trace_mul_comm, mul_assoc X, h.square, mul_smul_comm,
        mul_one, trace_smul, smul_eq_mul]
    have t3 : η j * trace X = 0 := by linear_combination (t2 - t1) / 2
    exact (mul_eq_zero.mp t3).resolve_left (hη j)
```

## Independence and the size bound

For complex coefficients $c_T$, linearity of the trace leaves a single term:
$$\operatorname{tr}\Big(\tilde\Gamma_S\sum_Tc_T\Gamma_T\Big)=c_S\,N\eta_S .$$

```lean
/-- For matrices obeying the Clifford relations with even `d` and nonzero `η_i`, tracing a
linear combination `∑_T c_T Γ_T` against `Γ̃_S` gives `c_S N ∏_{i ∈ S} η_i`. -/
theorem trace_coeff (h : IsClifford η γ) (hη : ∀ i, η i ≠ 0) (hd : Even d)
    (c : Finset (Fin d) → ℂ) (S : Finset (Fin d)) :
    trace (gammaRev γ S * ∑ T, c T • gammaProd γ T) = c S * ((N : ℂ) * ∏ i ∈ S, η i) := by
  rw [Finset.mul_sum, trace_sum]
  simp only [mul_smul_comm, trace_smul, trace_orthogonality h hη hd, smul_eq_mul, mul_ite,
    mul_zero, Finset.sum_ite_eq, Finset.mem_univ, if_true]
```

If $\sum_Tc_T\Gamma_T=0$, the left side vanishes for every $S$. For $N\ge1$ and all $\eta_i\ne0$ the factor $N\eta_S$ is nonzero (`hK`), so every $c_S=0$.

```lean
/-- For even `d`, `N ≥ 1` and nonzero `η_i` the ordered products `Γ_S` are linearly
independent. -/
theorem linearIndependent_gammaProd (h : IsClifford η γ) (hη : ∀ i, η i ≠ 0) (hd : Even d)
    (hN : 1 ≤ N) : LinearIndependent ℂ (gammaProd γ) := by
  rw [Fintype.linearIndependent_iff]
  intro c hc S
  have hK : (N : ℂ) * ∏ i ∈ S, η i ≠ 0 :=
    mul_ne_zero (Nat.cast_ne_zero.mpr (by omega)) (Finset.prod_ne_zero_iff.mpr fun i _ => hη i)
  have t := trace_coeff h hη hd c S
  rw [hc, mul_zero, trace_zero] at t
  exact (mul_eq_zero.mp t.symm).resolve_right hK
```

The main theorem takes $d$ even, $N\ge1$, pairwise anticommutation (`hac`) and, for each $i$ separately, $\gamma_i^2=\pm\mathbb 1$ (`hsq`). It concludes that the family $S\mapsto\Gamma_S$ is linearly independent over $\mathbb C$, that $\Gamma_\emptyset=\mathbb 1$, that $\operatorname{tr}\Gamma_S=0$ for $S\ne\emptyset$, and that $2^d\le N^2$. The step `choose` collects the signs into a metric $\eta$. Tracelessness is orthogonality against $\tilde\Gamma_\emptyset=\mathbb 1$. The bound counts $2^d$ independent vectors in the $N^2$-dimensional space of matrices. For $d=4$ it reads $16\le N^2$, so four-dimensional Dirac matrices have at least four rows. For $d=0$ the family is $\mathbb 1$ alone and the bound is $1\le N^2$.

```lean
/-- For even `d` and `N ≥ 1`, let `d` complex `N × N` matrices anticommute pairwise and square
to `±1`. Then the ordered products `Γ_S` are linearly independent, `Γ_∅ = 1`, all other `Γ_S`
are traceless, and `2^d ≤ N²`. -/
theorem clifford_basis (hd : Even d) (hN : 1 ≤ N)
    (hac : ∀ i j, i ≠ j → γ i * γ j = -(γ j * γ i))
    (hsq : ∀ i, γ i * γ i = 1 ∨ γ i * γ i = -1) :
    LinearIndependent ℂ (gammaProd γ) ∧ gammaProd γ ∅ = 1 ∧
      (∀ S, S ≠ ∅ → trace (gammaProd γ S) = 0) ∧ 2 ^ d ≤ N ^ 2 := by
  have hex : ∀ i, ∃ e : ℂ, e ≠ 0 ∧ γ i * γ i = e • (1 : Mat N) := by
    intro i
    rcases hsq i with hi | hi
    · exact ⟨1, one_ne_zero, by rw [hi, one_smul]⟩
    · exact ⟨-1, by norm_num, by rw [hi, neg_smul, one_smul]⟩
  choose η hη hs using hex
  have h : IsClifford η γ := ⟨hac, hs⟩
  have li := linearIndependent_gammaProd h hη hd hN
  refine ⟨li, by simp [gammaProd], fun S hS => ?_, ?_⟩
  · have h0 : gammaRev γ ∅ = 1 := by simp [gammaRev]
    have t := trace_orthogonality h hη hd ∅ S
    rwa [h0, one_mul, if_neg hS.symm] at t
  · -- `2^d` independent vectors in a space of dimension `N²`
    have hc : Fintype.card (Finset (Fin d)) = 2 ^ d := by simp
    have hr : Module.finrank ℂ (Mat N) = N ^ 2 := by simp [Module.finrank_matrix, pow_two]
    rw [← hc, ← hr]
    exact li.fintype_card_le_finrank
```

The counter-examples here and the numerical expansion further down are arithmetic on paper and belong to no theorem. For odd $d$, take the three Pauli matrices, $d=3$, $N=2$. They anticommute and square to $\mathbb 1$, but $\sigma_x\sigma_y\sigma_z=i\mathbb 1$ is proportional to $\Gamma_\emptyset$, has trace $2i$, and $2^3>2^2$. For $N=0$ the relations hold trivially and $2^d\le0$ is false.

## Completeness

If $N^2=2^d$, the independent $\Gamma_S$ are as many as the dimension, so they span (`hspan`) and any $M$ equals $\sum_Tc_T\Gamma_T$. Dividing the coefficient formula by $N\eta_S\neq0$ gives
$$M=\sum_S\frac{\operatorname{tr}(\tilde\Gamma_SM)}{N\eta_S}\,\Gamma_S .$$
The case $d=N=4$ is the expansion from the opening. The matrices are given by hypothesis: their existence at size $N^2=2^d$ is shown only for $d=2$, and the similarity of two such sets is not treated.

```lean
/-- For even `d`, nonzero `η_i` and `N² = 2^d`, every matrix `M` is the sum of the `Γ_S` with
coefficients `tr (Γ̃_S M) / (N ∏_{i ∈ S} η_i)`. -/
theorem gamma_expansion (h : IsClifford η γ) (hη : ∀ i, η i ≠ 0) (hd : Even d)
    (hN : N ^ 2 = 2 ^ d) (M : Mat N) :
    M = ∑ S, (trace (gammaRev γ S * M) / ((N : ℂ) * ∏ i ∈ S, η i)) • gammaProd γ S := by
  have hN0 : N ≠ 0 := by
    intro h0
    have hpos : 0 < 2 ^ d := by positivity
    rw [← hN, h0] at hpos
    simp at hpos
  have li := linearIndependent_gammaProd h hη hd (by omega)
  have hspan := li.span_eq_top_of_card_eq_finrank
    (by simp [Module.finrank_matrix, ← pow_two, hN])
  have hM : M ∈ Submodule.span ℂ (Set.range (gammaProd γ)) := by
    rw [hspan]; exact Submodule.mem_top
  obtain ⟨c, rfl⟩ := (Submodule.mem_span_range_iff_exists_fun ℂ).mp hM
  refine Finset.sum_congr rfl fun S _ => ?_
  have hK : (N : ℂ) * ∏ i ∈ S, η i ≠ 0 :=
    mul_ne_zero (Nat.cast_ne_zero.mpr hN0) (Finset.prod_ne_zero_iff.mpr fun i _ => hη i)
  rw [trace_coeff h hη hd, mul_div_cancel_right₀ _ hK]
```

## A two-dimensional instance

Take $d=N=2$ with
$$\gamma_0=\begin{pmatrix}0&1\\1&0\end{pmatrix},\qquad\gamma_1=\begin{pmatrix}0&1\\-1&0\end{pmatrix},\qquad\eta=(+1,-1).$$

```lean
/-- A pair of real `2 × 2` gamma matrices. -/
def gammaPair : Fin 2 → Mat 2 := ![!![0, 1; 1, 0], !![0, 1; -1, 0]]
```

Here $\gamma_0\gamma_1=\operatorname{diag}(-1,1)=-\gamma_1\gamma_0$. For $M=\begin{pmatrix}1&2\\4&3\end{pmatrix}$ the traces against $\mathbb 1,\gamma_0,\gamma_1,\gamma_1\gamma_0$ are $4,6,2,-2$, and the denominators $N\eta_S$ are $2,2,-2,-2$. Hence $M=2\,\mathbb 1+3\gamma_0-\gamma_1+\gamma_0\gamma_1$, with diagonal $2\mp1=1,3$ and off-diagonal $3\mp1=2,4$.

The last theorem states that this pair obeys `IsClifford` with metric `![1, -1]` and that its four products are independent. The relations are verified entry by entry with `fin_cases`, and independence follows from `linearIndependent_gammaProd`.

```lean
/-- The pair `gammaPair` obeys the Clifford relations with metric `(+1, -1)`, and its four
ordered products are linearly independent. -/
theorem gammaPair_witness :
    IsClifford ![1, -1] gammaPair ∧ LinearIndependent ℂ (gammaProd gammaPair) := by
  have h : IsClifford ![1, -1] gammaPair := by
    constructor
    · intro i j hij
      fin_cases i <;> fin_cases j <;> first
        | exact absurd rfl hij
        | (ext a b; fin_cases a <;> fin_cases b <;>
            simp [gammaPair, Matrix.mul_apply, Fin.sum_univ_succ])
    · intro i
      fin_cases i <;> ext a b <;> fin_cases a <;> fin_cases b <;>
        simp [gammaPair, Matrix.mul_apply, Fin.sum_univ_succ]
  exact ⟨h, linearIndependent_gammaProd h (by intro i; fin_cases i <;> simp) even_two
    (by norm_num)⟩

end

end CliffordBasis
```

```lean
#print axioms CliffordBasis.linearIndependent_gammaProd
#print axioms CliffordBasis.clifford_basis
#print axioms CliffordBasis.gamma_expansion
```

```
'CliffordBasis.linearIndependent_gammaProd' depends on axioms: [propext, Classical.choice, Quot.sound]
'CliffordBasis.clifford_basis' depends on axioms: [propext, Classical.choice, Quot.sound]
'CliffordBasis.gamma_expansion' depends on axioms: [propext, Classical.choice, Quot.sound]
```
